# The selection rule |j′ − j| = 1 for vector operators orthogonal to the angular momentum

Take an s state u, with L²u = 0, and a state v with L²v = bv, in units with ħ = 1. Write C = L², and suppose that an operator V satisfies

    [C, [C, V]] = 2(CV + VC).

Since C is symmetric, it can act to the left on u, where it gives zero. Between u and v the left side is b²⟨u, Vv⟩ and the right side is 2b⟨u, Vv⟩, so

    b(b − 2)⟨u, Vv⟩ = 0.

A p state has b = 2 and may couple to u. A d state has b = 6 and cannot, because 24⟨u, Vv⟩ = 0. The value b = 0 survives this test and needs a separate argument.

For position and the orbital angular momentum of one particle, the general result is the electric dipole rule Δl = ±1 for one electron in a central potential.

The setting is a complex inner product space `E`, not assumed complete. Operators are linear maps from all of `E` to itself, so for unbounded operators `E` stands for a common domain that they preserve, and the eigenvectors must lie in it.

```lean
import Mathlib

open Matrix

namespace OrbitalSelectionRule

noncomputable section

variable {E : Type*} [NormedAddCommGroup E] [InnerProductSpace ℂ E]
```

## Angular momentum and vector operators

The squared angular momentum is the sum of the squares of three components:

    C = L₀² + L₁² + L₂².

```lean
/-- The total squared angular momentum, the sum of the squares of the three components. -/
def casimir (L : Fin 3 → Module.End ℂ E) : Module.End ℂ E := ∑ k, L k * L k
```

The axes x, y, z are numbered 0, 1, 2, with addition modulo 3. The assumptions on L and V are

    [Lₖ, Lₖ₊₁] = iLₖ₊₂,   [Lₖ, Vₖ] = 0,
    [Lₖ, Vₖ₊₁] = iVₖ₊₂,   [Lₖ₊₁, Vₖ] = −iVₖ₊₂,
    L₀V₀ + L₁V₁ + L₂V₂ = 0,

together with ⟨Lₖx, y⟩ = ⟨x, Lₖy⟩. The commutators say that V rotates as a vector. The last equation says that V is orthogonal to L, as position is to r × p. It generally fails for the total angular momentum of a particle with spin, or for the total L and summed positions of several electrons, where transitions with an unchanged nonzero quantum number can occur.

```lean
/-- `L` is a symmetric angular momentum and `V` a vector operator with `L · V = 0`, in units
with `ħ = 1`; the indices `k, k+1, k+2` run cyclically through the three axes. -/
structure IsOrbitalVector (L V : Fin 3 → Module.End ℂ E) : Prop where
  symm : ∀ k, (L k).IsSymmetric
  comm : ∀ k, L k * L (k + 1) - L (k + 1) * L k = Complex.I • L (k + 2)
  par : ∀ k, L k * V k - V k * L k = 0
  up : ∀ k, L k * V (k + 1) - V (k + 1) * L k = Complex.I • V (k + 2)
  down : ∀ k, L (k + 1) * V k - V k * L (k + 1) = -(Complex.I • V (k + 2))
  dot : ∑ k, L k * V k = 0
```

## The double commutator

Set X, Y, Z = −iL₀, −iL₁, −iL₂ and call the vector components A, B, W. The imaginary unit then disappears: [X, Y] = Z, [X, W] = −B, [Y, W] = A, and so on cyclically. With Q = X² + Y² + Z²,

    [Q, W] = −(XB + BX) + (YA + AY)
           = 2(YA − XB + W),

where BX = XB − W and AY = YA + W. The identity holds in any ring; `linear_combination` adds up the commutators and `noncomm_ring` checks the remaining noncommutative algebra.

```lean
/-- The commutator of the sum of squared rotation generators with one component of a vector. -/
theorem square_commutator {R : Type*} [Ring R] {X Y Z A B W : R}
    (hxw : X * W - W * X = -B) (hyw : Y * W - W * Y = A) (hzw : Z * W - W * Z = 0)
    (hxb : X * B - B * X = W) (hya : Y * A - A * Y = -W) :
    (X * X + Y * Y + Z * Z) * W - W * (X * X + Y * Y + Z * Z)
      = 2 * (Y * A - X * B + W) := by
  linear_combination (norm := noncomm_ring) X * hxw + hxw * X + Y * hyw + hyw * Y
    + Z * hzw + hzw * Z + hxb - hya
```

Q commutes with X and Y, so a second commutator gives

    [Q, [Q, W]] = 2(Y[Q, A] − X[Q, B] + [Q, W]).

Cyclic permutation of the first result supplies

    [Q, A] = 2(ZB − YW + A),
    [Q, B] = 2(XW − ZA + B).

Using YZ = ZY + X, XZ = ZX − Y and XA + YB = −ZW, one finds

    YZB + XZA = −Z²W + XB − YA,
    Y[Q, A] − X[Q, B] = −2QW.

Therefore

    [Q, [Q, W]] = −4QW + 2(QW − WQ) = −2(QW + WQ).

In the code, `hW`, `hA` and `hB` are the three single commutators, `hX` and `hY` say that Q commutes with X and Y, and `hdot` is the orthogonality.

```lean
/-- The double commutator identity for rotation generators `X, Y, Z` and a vector `(A, B, W)`
orthogonal to them, with `Q` the sum of the squared generators. -/
theorem square_double_commutator {R : Type*} [Ring R] {X Y Z A B W Q : R}
    (hQ : Q = X * X + Y * Y + Z * Z)
    (hXY : X * Y - Y * X = Z) (hYZ : Y * Z - Z * Y = X) (hZX : Z * X - X * Z = Y)
    (hxa : X * A - A * X = 0) (hxb : X * B - B * X = W) (hxw : X * W - W * X = -B)
    (hya : Y * A - A * Y = -W) (hyb : Y * B - B * Y = 0) (hyw : Y * W - W * Y = A)
    (hza : Z * A - A * Z = B) (hzb : Z * B - B * Z = -A) (hzw : Z * W - W * Z = 0)
    (hdot : X * A + Y * B + Z * W = 0) :
    Q * (Q * W - W * Q) - (Q * W - W * Q) * Q = -(2 * (Q * W + W * Q)) := by
  have hW : Q * W - W * Q = 2 * (Y * A - X * B + W) := by
    rw [hQ]; exact square_commutator hxw hyw hzw hxb hya
  have hA : Q * A - A * Q = 2 * (Z * B - Y * W + A) := by
    have e : Q = Y * Y + Z * Z + X * X := by rw [hQ]; abel
    rw [e]; exact square_commutator hya hza hxa hyw hzb
  have hB : Q * B - B * Q = 2 * (X * W - Z * A + B) := by
    have e : Q = Z * Z + X * X + Y * Y := by rw [hQ]; abel
    rw [e]; exact square_commutator hzb hxb hyb hza hxw
  -- the sum of squares commutes with the generators
  have hX : Q * X - X * Q = 0 := by
    rw [hQ]
    linear_combination (norm := noncomm_ring) Z * hZX + hZX * Z - Y * hXY - hXY * Y
  have hY : Q * Y - Y * Q = 0 := by
    rw [hQ]
    linear_combination (norm := noncomm_ring) X * hXY + hXY * X - Z * hYZ - hYZ * Z
  have hQW : Q * W = X * X * W + Y * Y * W + Z * Z * W := by rw [hQ]; noncomm_ring
  linear_combination (norm := noncomm_ring) Q * hW - hW * Q + 2 * (hY * A) - 2 * (hX * B)
    + 2 * (Y * hA) - 2 * (X * hB) + 4 * (hYZ * B) - 4 * (hZX * A) + 4 * (Z * hdot) + 4 * hQW
```

Since (−iLₖ)² = −Lₖ², Q equals −C. Substitution gives, for each component,

    [C, [C, Vₖ]] = 2(CVₖ + VₖC).

The proof gives Vₖ the role of W by starting the cycle of axes at k + 1. The auxiliary facts `cv`, `cl` and `sq` carry the factors of −i through the commutators and squares.

```lean
/-- Each component of a vector operator with `L · V = 0` satisfies
`[L², [L², V]] = 2 (L² V + V L²)`. -/
theorem casimir_double_commutator {L V : Fin 3 → Module.End ℂ E} (h : IsOrbitalVector L V)
    (k : Fin 3) :
    casimir L * (casimir L * V k - V k * casimir L)
      - (casimir L * V k - V k * casimir L) * casimir L
      = (2 : ℂ) • (casimir L * V k + V k * casimir L) := by
  have idx : ∀ k : Fin 3, k + 1 + 1 = k + 2 ∧ k + 1 + 2 = k ∧ k + 2 + 1 = k ∧
      k + 2 + 2 = k + 1 := by decide
  obtain ⟨e1, e2, e3, e4⟩ := idx k
  have S : ∀ f : Fin 3 → Module.End ℂ E, ∑ i, f i = f (k + 1) + f (k + 2) + f k := by
    intro f
    rw [← Equiv.sum_comp (Equiv.addRight k) f, Fin.sum_univ_three]
    change f (0 + k) + f (1 + k) + f (2 + k) = _
    rw [zero_add, add_comm 1 k, add_comm 2 k]
    abel
  -- pass to the generators `-i L`, whose algebra has real coefficients
  have cv : ∀ {A B D : Module.End ℂ E}, A * B - B * A = Complex.I • D →
      ((-Complex.I) • A) * B - B * ((-Complex.I) • A) = D := by
    intro A B D hh
    rw [smul_mul_assoc, mul_smul_comm, ← smul_sub, hh, smul_smul]
    simp
  have cl : ∀ {A B D : Module.End ℂ E}, A * B - B * A = Complex.I • D →
      ((-Complex.I) • A) * ((-Complex.I) • B) - ((-Complex.I) • B) * ((-Complex.I) • A)
        = (-Complex.I) • D := by
    intro A B D hh
    rw [mul_smul_comm (-Complex.I) ((-Complex.I) • A) B,
      smul_mul_assoc (-Complex.I) B ((-Complex.I) • A), ← smul_sub, cv hh]
  have sq : ∀ A : Module.End ℂ E, ((-Complex.I) • A) * ((-Complex.I) • A) = -(A * A) := by
    intro A
    rw [smul_mul_assoc, mul_smul_comm, smul_smul]
    simp
  have c1 := h.comm (k + 1)
  have c2 := h.comm (k + 2)
  have u1 := h.up (k + 1)
  have u2 := h.up (k + 2)
  have d1 := h.down (k + 1)
  have d2 := h.down (k + 2)
  simp only [e1, e2, e3, e4] at c1 c2 u1 u2 d1 d2
  have p : ∀ i, L i * V i - V i * L i = Complex.I • (0 : Module.End ℂ E) := by
    intro i; rw [h.par i, smul_zero]
  have hd := h.dot
  rw [S] at hd
  have r := square_double_commutator (Q := -casimir L)
    (by rw [sq, sq, sq, casimir, S]; abel)
    (cl c1) (cl c2) (cl (h.comm k)) (cv (p (k + 1))) (cv u1)
    (cv (by rw [h.down k, smul_neg])) (cv (by rw [d1, smul_neg])) (cv (p (k + 2))) (cv u2)
    (cv (h.up k)) (cv (by rw [d2, smul_neg])) (cv (p k))
    (by rw [smul_mul_assoc, smul_mul_assoc, smul_mul_assoc, ← smul_add, ← smul_add, hd,
      smul_zero])
  rw [two_smul]
  linear_combination (norm := noncomm_ring) r
```

## From eigenvalues to quantum numbers

Let C now be any symmetric operator and V any operator obeying the double commutator relation, with Cu = au and Cv = bv for real a and b. Expanding the relation between u and v gives

    (a² − 2ab + b²)⟨u, Vv⟩ = 2(a + b)⟨u, Vv⟩,
    ((a − b)² − 2(a + b))⟨u, Vv⟩ = 0.

In the proof, `key` lets C act to the left on u. Lean's inner product is conjugate-linear in its first argument, which does no harm because a is real.

```lean
/-- If `C` is symmetric and `[C, [C, V]] = 2 (C V + V C)`, then between eigenvectors of `C` with
eigenvalues `a` and `b` the matrix element of `V` times `(a - b)² - 2 (a + b)` vanishes. -/
theorem matrix_element_relation {C V : Module.End ℂ E} (hC : C.IsSymmetric)
    (h : C * (C * V - V * C) - (C * V - V * C) * C = (2 : ℂ) • (C * V + V * C))
    {a b : ℝ} {u v : E} (hu : C u = (a : ℂ) • u) (hv : C v = (b : ℂ) • v) :
    (((a - b) ^ 2 - 2 * (a + b) : ℝ) : ℂ) * inner ℂ u (V v) = 0 := by
  have key : ∀ x, inner ℂ u (C x) = (a : ℂ) * inner ℂ u x := by
    intro x
    rw [← hC u x, hu, inner_smul_left, Complex.conj_ofReal]
  have h1 := congrArg (fun T : Module.End ℂ E => inner ℂ u (T v)) h
  simp only [LinearMap.sub_apply, LinearMap.add_apply, LinearMap.smul_apply,
    Module.End.mul_apply, hv, map_smul, map_sub, inner_sub_right, inner_add_right,
    inner_smul_right, key] at h1
  push_cast
  linear_combination h1
```

Put a = j′(j′ + 1) and b = j(j + 1). The bracket factors as

    (j′ − j − 1)(j′ − j + 1)(j′ + j)(j′ + j + 2).

If ⟨u, Vv⟩ ≠ 0, one factor must vanish. The first two give |j′ − j| = 1. For j, j′ ≥ 0 the third gives j = j′ = 0, and the fourth is positive. The quantum numbers are arbitrary nonnegative reals here; integrality is not used. The case split in the code follows these four factors.

```lean
/-- Selection rule for a symmetric `C` and an operator `V` with `[C, [C, V]] = 2 (C V + V C)`: a
nonzero matrix element of `V` between states with quantum numbers `j'` and `j` requires `|j' - j| =
1` or `j = j' = 0`. -/
theorem selection_rule {C V : Module.End ℂ E} (hC : C.IsSymmetric)
    (h : C * (C * V - V * C) - (C * V - V * C) * C = (2 : ℂ) • (C * V + V * C))
    {j j' : ℝ} (hj : 0 ≤ j) (hj' : 0 ≤ j') {u v : E}
    (hu : C u = ((j' * (j' + 1) : ℝ) : ℂ) • u) (hv : C v = ((j * (j + 1) : ℝ) : ℂ) • v)
    (hne : inner ℂ u (V v) ≠ 0) : |j' - j| = 1 ∨ (j = 0 ∧ j' = 0) := by
  have h0 := Complex.ofReal_eq_zero.1
    ((mul_eq_zero.1 (matrix_element_relation hC h hu hv)).resolve_right hne)
  -- the condition on the eigenvalues factorises in the quantum numbers
  have h1 : ((j' - j - 1) * (j' - j + 1)) * ((j' + j) * (j' + j + 2)) = 0 := by
    linear_combination h0
  rcases mul_eq_zero.1 h1 with h2 | h2
  · left
    rcases mul_eq_zero.1 h2 with h3 | h3
    · exact (abs_eq zero_le_one).2 (Or.inl (by linarith))
    · exact (abs_eq zero_le_one).2 (Or.inr (by linarith))
  · right
    rcases mul_eq_zero.1 h2 with h3 | h3
    · constructor <;> linarith
    · exfalso; linarith
```

## No transition from zero to zero

If Cu = 0, symmetry of the components gives

    0 = ⟨u, Cu⟩ = ‖L₀u‖² + ‖L₁u‖² + ‖L₂u‖².

Each term is nonnegative, so every Lₖu vanishes.

```lean
/-- A state with `L² u = 0` is annihilated by every component of the angular momentum. -/
theorem component_annihilates {L : Fin 3 → Module.End ℂ E} (hs : ∀ k, (L k).IsSymmetric)
    {u : E} (hu : casimir L u = 0) (k : Fin 3) : L k u = 0 := by
  have h0 : ∑ i, ((‖L i u‖ ^ 2 : ℝ) : ℂ) = 0 := by
    calc ∑ i, ((‖L i u‖ ^ 2 : ℝ) : ℂ) = inner ℂ u (casimir L u) := by
          simp only [casimir, LinearMap.sum_apply, inner_sum, Module.End.mul_apply]
          refine Finset.sum_congr rfl fun i _ => ?_
          rw [← hs i u (L i u), inner_self_eq_norm_sq_to_K]
          simp
      _ = 0 := by rw [hu, inner_zero_right]
  have h1 : ∑ i, ‖L i u‖ ^ 2 = 0 := by exact_mod_cast h0
  have h2 := (Finset.sum_eq_zero_iff_of_nonneg (fun i _ => sq_nonneg ‖L i u‖)).1 h1 k
    (Finset.mem_univ k)
  exact norm_eq_zero.1 (pow_eq_zero_iff two_ne_zero |>.1 h2)
```

If also Cv = 0, then, without any use of L · V = 0,

    i⟨u, Vₖv⟩ = ⟨u, [Lₖ₊₁, Vₖ₊₂]v⟩
              = ⟨Lₖ₊₁u, Vₖ₊₂v⟩ − ⟨u, Vₖ₊₂Lₖ₊₁v⟩ = 0.

```lean
/-- A vector operator with `L · V = 0` has no nonzero matrix element between two states of zero
angular momentum. -/
theorem zero_to_zero_forbidden {L V : Fin 3 → Module.End ℂ E} (h : IsOrbitalVector L V)
    {u v : E} (hu : casimir L u = 0) (hv : casimir L v = 0) (k : Fin 3) :
    inner ℂ u (V k v) = 0 := by
  have idx : ∀ k : Fin 3, k + 1 + 1 = k + 2 ∧ k + 1 + 2 = k := by decide
  have h1 := h.up (k + 1)
  rw [(idx k).1, (idx k).2] at h1
  have h2 := congrArg (fun T : Module.End ℂ E => inner ℂ u (T v)) h1
  simp only [LinearMap.sub_apply, LinearMap.smul_apply, Module.End.mul_apply,
    component_annihilates h.symm hv, map_zero, sub_zero, inner_smul_right] at h2
  rw [← h.symm (k + 1) u, component_annihilates h.symm hu, inner_zero_left] at h2
  exact (mul_eq_zero.1 h2.symm).resolve_left Complex.I_ne_zero
```

The exceptional case is thereby removed for vector operators with L · V = 0, and a nonzero ⟨u, Vₖv⟩ forces

    |j′ − j| = 1.

The proof checks that C is symmetric, applies the general rule, and rejects j = j′ = 0 by the preceding result. The rule is a necessary condition; it gives neither the size of an allowed matrix element nor the rules for the magnetic quantum number.

```lean
/-- Strict selection rule: for a vector operator with `L · V = 0`, a nonzero matrix element of
any component requires `|j' - j| = 1`. -/
theorem orbital_selection_rule {L V : Fin 3 → Module.End ℂ E} (h : IsOrbitalVector L V)
    {j j' : ℝ} (hj : 0 ≤ j) (hj' : 0 ≤ j') {u v : E}
    (hu : casimir L u = ((j' * (j' + 1) : ℝ) : ℂ) • u)
    (hv : casimir L v = ((j * (j + 1) : ℝ) : ℂ) • v)
    (k : Fin 3) (hne : inner ℂ u (V k v) ≠ 0) : |j' - j| = 1 := by
  have hC : (casimir L).IsSymmetric := by
    intro x y
    simp only [casimir, LinearMap.sum_apply, sum_inner, inner_sum, Module.End.mul_apply]
    exact Finset.sum_congr rfl fun i _ =>
      (h.symm i (L i x) y).trans (h.symm i x (L i y))
  rcases selection_rule hC (casimir_double_commutator h k) hj hj' hu hv hne with h1 | ⟨h1, h2⟩
  · exact h1
  · exact absurd (zero_to_zero_forbidden h (by simp [hu, h2]) (by simp [hv, h1]) k) hne
```

## One s state and three p states

A four-dimensional model shows that the assumptions admit a nonzero transition. Operators act on column vectors by

    x ↦ Mx.

```lean
/-- The operator on four-component states given by a matrix. -/
def matrixOp (M : Matrix (Fin 4) (Fin 4) ℂ) : Module.End ℂ (EuclideanSpace ℂ (Fin 4)) where
  toFun x := WithLp.toLp 2 (M *ᵥ x.ofLp)
  map_add' x y := by simp [Matrix.mulVec_add]
  map_smul' c x := by simp [Matrix.mulVec_smul]
```

In the orthonormal basis s, p₀, p₁, p₂, the angular momentum acts as

    Lₖs = 0,   Lₖpₖ = 0,
    Lₖpₖ₊₁ = ipₖ₊₂,   Lₖpₖ₊₂ = −ipₖ₊₁.

Squaring and adding gives C = diag(0, 2, 2, 2).

```lean
/-- Angular momentum on one s state and three Cartesian p states. -/
def spL (k : Fin 3) : Module.End ℂ (EuclideanSpace ℂ (Fin 4)) :=
  matrixOp (![!![0, 0, 0, 0; 0, 0, 0, 0; 0, 0, 0, -Complex.I; 0, 0, Complex.I, 0],
    !![0, 0, 0, 0; 0, 0, 0, Complex.I; 0, 0, 0, 0; 0, -Complex.I, 0, 0],
    !![0, 0, 0, 0; 0, 0, -Complex.I, 0; 0, Complex.I, 0, 0; 0, 0, 0, 0]] k)
```

The vector operator exchanges s with one p state:

    Vₖs = pₖ,   Vₖpₖ = s,

and it sends the other two p states to zero.

```lean
/-- The vector operator that exchanges the s state with the p state along each axis. -/
def spV (k : Fin 3) : Module.End ℂ (EuclideanSpace ℂ (Fin 4)) :=
  matrixOp (![!![0, 1, 0, 0; 1, 0, 0, 0; 0, 0, 0, 0; 0, 0, 0, 0],
    !![0, 0, 1, 0; 0, 0, 0, 0; 1, 0, 0, 0; 0, 0, 0, 0],
    !![0, 0, 0, 1; 0, 0, 0, 0; 0, 0, 0, 0; 1, 0, 0, 0]] k)
```

For V₂ between s and p₂, the eigenvalues are 0 and 2, and the two sides of the double commutator relation are

    (0 − 2)² · 1 = 4,
    2(0 + 2) · 1 = 4.

The theorem below verifies all the assumptions on L and V entry by entry, together with ⟨s, V₂p₂⟩ = 1.

```lean
/-- The s and p states carry an angular momentum and a vector operator with `L · V = 0`, and
the matrix element of the third component between the s state and the third p state is one. -/
theorem isOrbitalVector_witness : IsOrbitalVector spL spV ∧
    inner ℂ (!₂[1, 0, 0, 0] : EuclideanSpace ℂ (Fin 4)) (spV 2 !₂[0, 0, 0, 1]) = 1 := by
  refine ⟨⟨?_, ?_, ?_, ?_, ?_, ?_⟩, ?_⟩
  · intro k x y
    fin_cases k <;> simp [spL, matrixOp, PiLp.inner_apply, dotProduct,
      Fin.sum_univ_succ] <;> ring
  all_goals try intro k
  all_goals try refine LinearMap.ext fun x => ?_
  all_goals try ext i
  · fin_cases k <;> fin_cases i <;> simp [spL, matrixOp, dotProduct,
      Fin.sum_univ_succ, ← mul_assoc]
  · fin_cases k <;> fin_cases i <;> simp [spL, spV, matrixOp, dotProduct, Fin.sum_univ_succ]
  · fin_cases k <;> fin_cases i <;> simp [spL, spV, matrixOp, dotProduct, Fin.sum_univ_succ]
  · fin_cases k <;> fin_cases i <;> simp [spL, spV, matrixOp, dotProduct, Fin.sum_univ_succ]
  · fin_cases i <;> simp [spL, spV, matrixOp, dotProduct, Fin.sum_univ_succ]
  · rw [PiLp.inner_apply]
    simp [spV, matrixOp, dotProduct, Fin.sum_univ_succ]

end

end OrbitalSelectionRule
```

```lean
#print axioms OrbitalSelectionRule.orbital_selection_rule
```

```
'OrbitalSelectionRule.orbital_selection_rule' depends on axioms: [propext, Classical.choice, Quot.sound]
```
